# A rotation gives the square lattice a coincidence exactly when its cosine and sine are rational

Rotate the lattice vector $(2,1)$ onto $(1,2)$. Both have squared length 5, so their scalar and cross products give $\cos\theta=4/5$ and $\sin\theta=3/5$. Multiplying the rotation matrix $R$ by 5 then gives the integer matrix with rows $(4,-3)$ and $(3,4)$. One matching pair of lattice points has fixed the whole matrix.

The physical question is whether two square layers, twisted by $\theta$ about a common site, share any other site. If they do, the twisted bilayer has a periodic supercell, which a band-structure calculation with periodic boundary conditions needs; this holds for rigid, unstrained layers with equal lattice constants. Treating real layers, which relax, as such rigid copies is a step the theorems leave to the user.

## Both vectors are lattice vectors

Sites are integer pairs, with the lattice constant as unit of length. `latticeVec` places them in the real plane, and `rot θ` is the counterclockwise rotation by $\theta$ radians. `HasCoincidence θ` says that some nonzero lattice vector $v$ is rotated onto a lattice vector $w$.

```lean
import Mathlib

open Matrix

namespace SquareLatticeCoincidence

noncomputable section

/-- The matrix of the plane rotation by the angle `θ`. -/
def rot (θ : ℝ) : Matrix (Fin 2) (Fin 2) ℝ :=
  !![Real.cos θ, -Real.sin θ; Real.sin θ, Real.cos θ]

/-- A vector of the square lattice, given by its integer coordinates, as a vector of the
real plane. -/
def latticeVec (v : Fin 2 → ℤ) : Fin 2 → ℝ := fun i => (v i : ℝ)

/-- The rotation by `θ` carries some nonzero vector of the square lattice to a lattice vector. -/
def HasCoincidence (θ : ℝ) : Prop :=
  ∃ v w : Fin 2 → ℤ, v ≠ 0 ∧ rot θ *ᵥ latticeVec v = latticeVec w
```

With $c=\cos\theta$, $s=\sin\theta$ and components numbered from 0, as in Lean, $Rv=w$ reads

$$c\,v_0-s\,v_1=w_0,\qquad s\,v_0+c\,v_1=w_1.$$

```lean
/-- The coincidence condition `R v = w`, written in components. -/
theorem rot_mulVec_iff (θ : ℝ) (v w : Fin 2 → ℤ) :
    rot θ *ᵥ latticeVec v = latticeVec w ↔
      Real.cos θ * (v 0 : ℝ) - Real.sin θ * (v 1 : ℝ) = (w 0 : ℝ) ∧
      Real.sin θ * (v 0 : ℝ) + Real.cos θ * (v 1 : ℝ) = (w 1 : ℝ) := by
  constructor
  · intro h
    have h0 := congrFun h 0
    have h1 := congrFun h 1
    simp [rot, latticeVec, Matrix.mulVec, dotProduct, Fin.sum_univ_two] at h0 h1
    exact ⟨by linarith, by linarith⟩
  · rintro ⟨h0, h1⟩
    ext i
    fin_cases i
    · simp [rot, latticeVec, Matrix.mulVec, dotProduct, Fin.sum_univ_two]
      linarith
    · simp [rot, latticeVec, Matrix.mulVec, dotProduct, Fin.sum_univ_two]
      linarith
```

Integrality of $v$ and $w$ is what will make $c$ and $s$ rational. If $w$ could be any real vector, every angle would qualify.

## The shared site is not the rotation centre

The condition `v ≠ 0` excludes the site on the axis, which coincides with itself at every angle. Without it, `HasCoincidence` would hold for all $\theta$.

By hand, it permits division by $|v|^2=v_0^2+v_1^2$. Multiply the two equations by $v_0$ and $v_1$ and add; then multiply the second by $v_0$ and subtract $v_1$ times the first:

$$c=\frac{v_0w_0+v_1w_1}{|v|^2},\qquad s=\frac{v_0w_1-v_1w_0}{|v|^2}.$$

In Lean, `sq_length_pos` supplies the positive denominator, `eq_div_iff` clears it, and `linear_combination` forms these same two combinations.

```lean
/-- A nonzero vector of the square lattice has positive squared length. -/
theorem sq_length_pos {v : Fin 2 → ℤ} (hv : v ≠ 0) :
    0 < (v 0 : ℝ) ^ 2 + (v 1 : ℝ) ^ 2 := by
  apply lt_of_le_of_ne (by positivity)
  intro h
  apply hv
  have h0 : (v 0 : ℝ) = 0 := by
    apply (pow_eq_zero_iff two_ne_zero).mp
    linarith [sq_nonneg (v 0 : ℝ), sq_nonneg (v 1 : ℝ)]
  have h1 : (v 1 : ℝ) = 0 := by
    apply (pow_eq_zero_iff two_ne_zero).mp
    linarith [sq_nonneg (v 0 : ℝ), sq_nonneg (v 1 : ℝ)]
  have h0' : v 0 = 0 := by exact_mod_cast h0
  have h1' : v 1 = 0 := by exact_mod_cast h1
  ext i
  fin_cases i
  · exact h0'
  · exact h1'

/-- If the rotation carries a nonzero lattice vector `v` to a lattice vector `w`, its cosine and
sine are the scalar and cross products of `v` and `w` divided by the squared length of `v`. -/
theorem cos_sin_of_coincidence {θ : ℝ} {v w : Fin 2 → ℤ} (hv : v ≠ 0)
    (h : rot θ *ᵥ latticeVec v = latticeVec w) :
    Real.cos θ = ((v 0 : ℝ) * w 0 + v 1 * w 1) / ((v 0 : ℝ) ^ 2 + (v 1 : ℝ) ^ 2) ∧
    Real.sin θ = ((v 0 : ℝ) * w 1 - v 1 * w 0) / ((v 0 : ℝ) ^ 2 + (v 1 : ℝ) ^ 2) := by
  obtain ⟨h0, h1⟩ := (rot_mulVec_iff θ v w).mp h
  have hpos := sq_length_pos hv
  rw [eq_div_iff hpos.ne', eq_div_iff hpos.ne']
  constructor
  · linear_combination (v 0 : ℝ) * h0 + (v 1 : ℝ) * h1
  · linear_combination (v 0 : ℝ) * h1 - (v 1 : ℝ) * h0
```

## Cosine and sine are both rational

Write $c$ and $s$ as fractions and let $N$ be the product of their denominators. Then $Nc=a$ and $Ns=b$ are integers. This $N$ need not be the smallest: for $4/5$ and $3/5$ it is 25, although 5 suffices.

```lean
/-- If `cos θ` and `sin θ` are rational, some integer `N ≥ 1` makes both `N cos θ` and
`N sin θ` integers. -/
theorem common_denominator {θ : ℝ}
    (h : (∃ p : ℚ, Real.cos θ = p) ∧ ∃ q : ℚ, Real.sin θ = q) :
    ∃ N : ℕ, 1 ≤ N ∧ ∃ a b : ℤ, (N : ℝ) * Real.cos θ = a ∧ (N : ℝ) * Real.sin θ = b := by
  obtain ⟨⟨p, hp⟩, q, hq⟩ := h
  have ep : (p : ℝ) * (p.den : ℝ) = (p.num : ℝ) := by exact_mod_cast Rat.mul_den_eq_num p
  have eq : (q : ℝ) * (q.den : ℝ) = (q.num : ℝ) := by exact_mod_cast Rat.mul_den_eq_num q
  refine ⟨p.den * q.den, Nat.mul_pos p.den_pos q.den_pos,
    p.num * q.den, q.num * p.den, ?_, ?_⟩
  · rw [hp]
    push_cast
    linear_combination (q.den : ℝ) * ep
  · rw [hq]
    push_cast
    linear_combination (p.den : ℝ) * eq
```

Both rationality assumptions are used here. Rational cosine alone is too weak, as the angle of 60° shows at the end.

## The multiplier N is at least 1

The main theorem lists three equivalent conditions: a coincidence exists; $c$ and $s$ are rational; $NR$ is an integer matrix for some integer $N\ge1$. With $N=0$ allowed, the third would hold at every angle, with the zero matrix.

The proof goes round a cycle. The quotients above give the first implication, and the matrix with rows $(a,-b)$ and $(b,a)$ gives the second. For the third, the first column of $NR$ is the image of $(N,0)$, which is nonzero because $N\ge1$.

```lean
/-- For a plane rotation `R` these are equivalent: `R` carries some nonzero vector of the square
lattice to a lattice vector; its cosine and sine are both rational; `N R` is an integer matrix
for some integer `N ≥ 1`. -/
theorem coincidence_tfae (θ : ℝ) :
    List.TFAE [
      HasCoincidence θ,
      (∃ p : ℚ, Real.cos θ = p) ∧ ∃ q : ℚ, Real.sin θ = q,
      ∃ N : ℕ, 1 ≤ N ∧ ∃ M : Matrix (Fin 2) (Fin 2) ℤ,
        (N : ℝ) • rot θ = M.map (fun z : ℤ => (z : ℝ))] := by
  tfae_have 1 → 2 := by
    rintro ⟨v, w, hv, h⟩
    obtain ⟨hc, hs⟩ := cos_sin_of_coincidence hv h
    exact ⟨⟨((v 0 : ℚ) * w 0 + v 1 * w 1) / ((v 0 : ℚ) ^ 2 + (v 1 : ℚ) ^ 2), by simp [hc]⟩,
      ⟨((v 0 : ℚ) * w 1 - v 1 * w 0) / ((v 0 : ℚ) ^ 2 + (v 1 : ℚ) ^ 2), by simp [hs]⟩⟩
  tfae_have 2 → 3 := by
    intro h
    obtain ⟨N, hN, a, b, ha, hb⟩ := common_denominator h
    refine ⟨N, hN, !![a, -b; b, a], ?_⟩
    ext i j
    fin_cases i <;> fin_cases j <;> simp [rot, ha, hb]
  tfae_have 3 → 1 := by
    rintro ⟨N, hN, M, h⟩
    -- the first column of `N R` is the image of the lattice vector `(N, 0)`
    have h0 := congrFun (congrFun h 0) 0
    have h1 := congrFun (congrFun h 1) 0
    simp [rot] at h0 h1
    refine ⟨![(N : ℤ), 0], ![M 0 0, M 1 0], ?_, ?_⟩
    · intro hz
      have hz0 := congrFun hz 0
      simp at hz0
      omega
    · rw [rot_mulVec_iff]
      constructor
      · simp
        linarith
      · simp
        linarith
  tfae_finish
```

One coincidence therefore yields a two-dimensional family. For every lattice vector $v$,

$$R(Nv)=(a v_0-b v_1,\;b v_0+a v_1),$$

which is again a lattice vector.

```lean
/-- If one nonzero vector of the square lattice is rotated to a lattice vector, then for some
integer `N ≥ 1` the rotation carries every `N`-fold lattice vector to a lattice vector. -/
theorem coincidence_sublattice {θ : ℝ} (h : HasCoincidence θ) :
    ∃ N : ℕ, 1 ≤ N ∧ ∀ v : Fin 2 → ℤ, ∃ w : Fin 2 → ℤ,
      rot θ *ᵥ latticeVec (fun i => (N : ℤ) * v i) = latticeVec w := by
  obtain ⟨N, hN, a, b, ha, hb⟩ := common_denominator (((coincidence_tfae θ).out 0 1).mp h)
  refine ⟨N, hN, fun v => ⟨![a * v 0 - b * v 1, b * v 0 + a * v 1], ?_⟩⟩
  rw [rot_mulVec_iff]
  constructor
  · show Real.cos θ * (((N : ℤ) * v 0 : ℤ) : ℝ) - Real.sin θ * (((N : ℤ) * v 1 : ℤ) : ℝ)
      = ((a * v 0 - b * v 1 : ℤ) : ℝ)
    push_cast
    linear_combination (v 0 : ℝ) * ha - (v 1 : ℝ) * hb
  · show Real.sin θ * (((N : ℤ) * v 0 : ℤ) : ℝ) + Real.cos θ * (((N : ℤ) * v 1 : ℤ) : ℝ)
      = ((b * v 0 + a * v 1 : ℤ) : ℝ)
    push_cast
    linear_combination (v 0 : ℝ) * hb + (v 1 : ℝ) * ha
```

## The pair (m, n) is not zero

Coincidence angles are also those for which some nonzero integer pair $(m,n)$, called `u` in Lean, satisfies

$$(m^2+n^2)c=m^2-n^2,\qquad (m^2+n^2)s=2mn.$$

The pair $(0,0)$ would satisfy both equations at every angle.

Given a coincidence with $c\neq-1$, take $(m,n)=N(1+c,s)=(N+a,b)$. Using $c^2+s^2=1$,

$$\begin{aligned}
m^2+n^2&=2N^2(1+c),\\
m^2-n^2&=2N^2c(1+c),\\
2mn&=2N^2s(1+c),
\end{aligned}$$

so both equations hold. At the half turn, $c=-1$, this pair vanishes and $(0,1)$ replaces it.

Conversely, $R$ carries $(m,-n)$ to $(m,n)$. Multiplied by $m^2+n^2$, the image components $cm+sn$ and $sm-cn$ become

$$\begin{aligned}
m(m^2-n^2)+2mn^2&=m(m^2+n^2),\\
2m^2n-n(m^2-n^2)&=n(m^2+n^2).
\end{aligned}$$

The positive factor then cancels, which is the role of `mul_left_cancel₀`.

```lean
/-- The coincidence rotations of the square lattice are exactly those for which a nonzero integer
vector `(m, n)` satisfies `(m² + n²) cos θ = m² - n²` and `(m² + n²) sin θ = 2 m n`. -/
theorem coincidence_iff_parametrized (θ : ℝ) :
    HasCoincidence θ ↔ ∃ u : Fin 2 → ℤ, u ≠ 0 ∧
      ((u 0 : ℝ) ^ 2 + (u 1 : ℝ) ^ 2) * Real.cos θ = (u 0 : ℝ) ^ 2 - (u 1 : ℝ) ^ 2 ∧
      ((u 0 : ℝ) ^ 2 + (u 1 : ℝ) ^ 2) * Real.sin θ = 2 * (u 0 : ℝ) * (u 1 : ℝ) := by
  have hcs := Real.sin_sq_add_cos_sq θ
  constructor
  · intro h
    obtain ⟨N, hN, a, b, ha, hb⟩ := common_denominator (((coincidence_tfae θ).out 0 1).mp h)
    by_cases hc : Real.cos θ = -1
    · -- the half turn
      have hs : Real.sin θ = 0 := by
        apply (pow_eq_zero_iff two_ne_zero).mp
        rw [hc] at hcs
        linarith
      refine ⟨![0, 1], fun hz => by simpa using congrFun hz 1, ?_, ?_⟩
      · simp [hc]
      · simp [hs]
    · -- otherwise take `N (1 + cos θ, sin θ)`, which bisects the angle
      refine ⟨![(N : ℤ) + a, b], ?_, ?_, ?_⟩
      · intro hz
        have hz0 : (N : ℤ) + a = 0 := congrFun hz 0
        have hz1 : (N : ℝ) + (a : ℝ) = 0 := by exact_mod_cast hz0
        have hN0 : (N : ℝ) ≠ 0 := by
          have : N ≠ 0 := by omega
          exact_mod_cast this
        apply hc
        apply mul_left_cancel₀ hN0
        linarith
      · show ((((N : ℤ) + a : ℤ) : ℝ) ^ 2 + (b : ℝ) ^ 2) * Real.cos θ
          = (((N : ℤ) + a : ℤ) : ℝ) ^ 2 - (b : ℝ) ^ 2
        push_cast
        rw [← ha, ← hb]
        linear_combination (N : ℝ) ^ 2 * (1 + Real.cos θ) * hcs
      · show ((((N : ℤ) + a : ℤ) : ℝ) ^ 2 + (b : ℝ) ^ 2) * Real.sin θ
          = 2 * (((N : ℤ) + a : ℤ) : ℝ) * (b : ℝ)
        push_cast
        rw [← ha, ← hb]
        linear_combination (N : ℝ) ^ 2 * Real.sin θ * hcs
  · rintro ⟨u, hu, hc, hs⟩
    have hpos := sq_length_pos hu
    -- the mirror image `(m, -n)` is rotated onto `(m, n)`
    refine ⟨![u 0, -u 1], u, ?_, ?_⟩
    · intro hz
      have h0 : u 0 = 0 := congrFun hz 0
      have h1 : -u 1 = 0 := congrFun hz 1
      apply hu
      ext i
      fin_cases i
      · exact h0
      · exact neg_eq_zero.mp h1
    · rw [rot_mulVec_iff]
      constructor
      · show Real.cos θ * (u 0 : ℝ) - Real.sin θ * ((-u 1 : ℤ) : ℝ) = (u 0 : ℝ)
        push_cast
        apply mul_left_cancel₀ hpos.ne'
        linear_combination (u 0 : ℝ) * hc + (u 1 : ℝ) * hs
      · show Real.sin θ * (u 0 : ℝ) + Real.cos θ * ((-u 1 : ℤ) : ℝ) = (u 1 : ℝ)
        push_cast
        apply mul_left_cancel₀ hpos.ne'
        linear_combination (u 0 : ℝ) * hs - (u 1 : ℝ) * hc
```

## At 60° the sine is irrational

Here $c=1/2$ but $s=\sqrt3/2$. A coincidence would make $s$ equal to a rational $q$, hence $\sqrt3=2q$, contradicting the irrationality of $\sqrt3$.

```lean
/-- The rotation by 60 degrees has the rational cosine 1/2, yet it carries no nonzero vector of
the square lattice to a lattice vector. -/
theorem sixty_degrees_no_coincidence :
    Real.cos (Real.pi / 3) = 1 / 2 ∧ ¬ HasCoincidence (Real.pi / 3) := by
  refine ⟨Real.cos_pi_div_three, fun h => ?_⟩
  obtain ⟨_, q, hq⟩ := ((coincidence_tfae (Real.pi / 3)).out 0 1).mp h
  have hirr : Irrational (Real.sqrt 3) := by
    exact_mod_cast Nat.Prime.irrational_sqrt (show Nat.Prime 3 by norm_num)
  rw [Real.sin_pi_div_three] at hq
  exact hirr ⟨2 * q, by push_cast; linarith⟩

end

end SquareLatticeCoincidence
```

The square lattice matters too: a triangular lattice is mapped onto itself by the same rotation.

```lean
#print axioms SquareLatticeCoincidence.coincidence_tfae
#print axioms SquareLatticeCoincidence.coincidence_sublattice
#print axioms SquareLatticeCoincidence.coincidence_iff_parametrized
#print axioms SquareLatticeCoincidence.sixty_degrees_no_coincidence
```

```
'SquareLatticeCoincidence.coincidence_tfae' depends on axioms: [propext, Classical.choice, Quot.sound]
'SquareLatticeCoincidence.coincidence_sublattice' depends on axioms: [propext, Classical.choice, Quot.sound]
'SquareLatticeCoincidence.coincidence_iff_parametrized' depends on axioms: [propext, Classical.choice, Quot.sound]
'SquareLatticeCoincidence.sixty_degrees_no_coincidence' depends on axioms: [propext, Classical.choice, Quot.sound]
```
